# Normal ordering of aⁿf(b) for a polynomial f when ab − ba = 1

The theorem `normal_order` says that if ab − ba = 1, then aⁿf(b) is the sum over m from 0 to n of the binomial coefficient C(n, m) times f⁽ⁿ⁻ᵐ⁾(b)aᵐ, which puts every lowering operator a to the right of the raising operator b. Here f is a polynomial with coefficients in a commutative ring R, and a and b are elements of any R-algebra; b need not be the adjoint of a, and no Hilbert space or state enters. The proof writes left multiplication by a, called `L`, as right multiplication by a, called `K`, plus the commutator map `L - K`, whose repeated action on f(b) gives the derivatives of f. It then expands the n-th power by the binomial theorem, which requires `K` and `L - K` to commute, and gets this from the fact that `L` and `K` commute.

An attempt in Lean 4 with a fault in it:

```lean
import Mathlib

open Polynomial

namespace CanonicalCommutation

/-- The canonical commutation relation `a b - b a = 1` for a lowering operator `a` and a
raising operator `b`. -/
def CCR {A : Type*} [Ring A] (a b : A) : Prop := a * b - b * a = 1

section Algebra

variable {R A : Type*} [CommRing R] [Ring A] [Algebra R A] {a b : A}

/-- The commutator of `a` with the power `b ^ (n + 1)` is `(n + 1) b ^ n`. -/
theorem commutator_pow (h : CCR a b) (n : ℕ) :
    a * b ^ (n + 1) - b ^ (n + 1) * a = ((n + 1 : ℕ) : A) * b ^ n := by
  have h' : a * b - b * a = 1 := h
  induction n with
  | zero => simpa using h'
  | succ n ih =>
    -- the product rule for the commutator, applied to `b ^ (n + 1) * b`
    have leibniz : a * b ^ (n + 1 + 1) - b ^ (n + 1 + 1) * a
        = (a * b ^ (n + 1) - b ^ (n + 1) * a) * b + b ^ (n + 1) * (a * b - b * a) := by
      rw [pow_succ b (n + 1)]
      simp only [sub_mul, mul_sub, mul_assoc]
      abel
    rw [leibniz, ih, h', mul_assoc, ← pow_succ, mul_one]
    push_cast
    simp only [add_mul, one_mul]

/-- The commutator of `a` with a polynomial in `b` is the derivative of that polynomial,
evaluated at `b`. -/
theorem commutator_aeval (h : CCR a b) (f : R[X]) :
    a * aeval b f - aeval b f * a = aeval b (derivative f) := by
  induction f using Polynomial.induction_on' with
  | add p q hp hq =>
    simp only [map_add]
    rw [← hp, ← hq]
    noncomm_ring
  | monomial n r =>
    have hc := Algebra.commutes r a
    cases n with
    | zero => simp [hc]
    | succ n =>
      rw [derivative_monomial, aeval_monomial, aeval_monomial, Nat.add_sub_cancel,
        map_mul, map_natCast]
      -- scalars commute with `a`, so only the power of `b` matters
      calc a * (algebraMap R A r * b ^ (n + 1)) - algebraMap R A r * b ^ (n + 1) * a
          = algebraMap R A r * (a * b ^ (n + 1) - b ^ (n + 1) * a) := by
            rw [mul_sub, ← mul_assoc a, ← hc, mul_assoc, mul_assoc]
        _ = algebraMap R A r * ((n + 1 : ℕ) : A) * b ^ n := by
            rw [commutator_pow h, ← mul_assoc]

/-- Normal ordering of `a ^ n f(b)`: all factors `a` are moved to the right of the functions
of `b`, with binomial coefficients and higher derivatives of `f`. -/
theorem normal_order (h : CCR a b) (f : R[X]) (n : ℕ) :
    a ^ n * aeval b f = ∑ m ∈ Finset.range (n + 1),
      n.choose m • (aeval b (derivative^[n - m] f) * a ^ m) := by
  obtain ⟨L, hL⟩ : ∃ L : Module.End R A, L = LinearMap.mulLeft R a := ⟨_, rfl⟩
  obtain ⟨K, hK⟩ : ∃ K : Module.End R A, K = LinearMap.mulRight R a := ⟨_, rfl⟩
  -- repeated commutators with `a` are repeated derivatives
  have hD : ∀ k : ℕ, ((L - K) ^ k) (aeval b f) = aeval b (derivative^[k] f) := by
    intro k
    induction k with
    | zero => simp
    | succ k ih =>
      rw [pow_succ', Module.End.mul_apply, ih, Function.iterate_succ_apply',
        LinearMap.sub_apply, hL, hK, LinearMap.mulLeft_apply, LinearMap.mulRight_apply,
        commutator_aeval h]
  have hLK : Commute L K := by
    rw [hL, hK]
    exact LinearMap.commute_mulLeft_right R a a
  have hcomm : Commute K (L - K) := hLK.symm.sub_right (Commute.refl K)
  -- left multiplication = right multiplication + commutator, then the binomial theorem
  calc a ^ n * aeval b f = ((K + (L - K)) ^ n) (aeval b f) := by
        rw [add_sub_cancel, hL, LinearMap.pow_mulLeft, LinearMap.mulLeft_apply]
    _ = _ := by
        rw [hcomm.add_pow, LinearMap.sum_apply]
        refine Finset.sum_congr rfl fun m _ => ?_
        rw [← nsmul_eq_mul', LinearMap.smul_apply, Module.End.mul_apply, hD, hK,
          LinearMap.pow_mulRight, LinearMap.mulRight_apply]

end Algebra

end CanonicalCommutation
```

Compiling this gives:

```
Main.lean:73:44: error: Application type mismatch: The argument
  a
has type
  A
of sort `Type u_2` but is expected to have type
  Type u_1
of sort `Type (u_1 + 1)` in the application
  LinearMap.commute_mulLeft_right R a
```

Lean accepts the file once it reads:

```diff
@@ -70,6 +70,9 @@
         commutator_aeval h]
   have hLK : Commute L K := by
+    change L * K = K * L
     rw [hL, hK]
-    exact LinearMap.commute_mulLeft_right R a a
+    refine LinearMap.ext fun x => ?_
+    change a * (x * a) = a * x * a
+    exact (mul_assoc a x a).symm
   have hcomm : Commute K (L - K) := hLK.symm.sub_right (Commute.refl K)
   -- left multiplication = right multiplication + commutator, then the binomial theorem
```

The error is in the proof of `hLK`, that `L` and `K` commute. In `LinearMap.commute_mulLeft_right R a a`, the argument after `R` must be a type, but the call puts the algebra element `a` there. Lean therefore rejects the application; the message does not dispute that the two maps commute.

The repair does without the lemma and proves the fact directly. The first `change` writes `Commute L K` as the equation `L * K = K * L`, which is what it means by definition. After `rw [hL, hK]` has put in the two multiplication maps, `LinearMap.ext` reduces their equality to equality on every element `x`. The product of linear maps is composition, so the second `change` can state the goal as `a * (x * a) = a * x * a`. This is associativity read from right to left, which `(mul_assoc a x a).symm` supplies.
